# Origin independence of products of structure factors whose reflections sum to zero

Take two atoms on a line at fractional coordinates x₀ and x₁, with scattering factors f₀(h) and f₁(h) for an integer index h. The structure factor is

    F(h) = f₀(h) exp(2πi h x₀) + f₁(h) exp(2πi h x₁).

Move both atoms by the same real number s. Each term acquires the factor exp(2πi h s), which comes out of the sum, so the new value is F′(h) = exp(2πi h s) F(h). In the product F(h) F(−h) the factors exp(2πi h s) and exp(−2πi h s) cancel. Expanding that product shows the same thing: the positions enter only through x₀ − x₁.

In plane-wave electronic-structure work, a local potential that is a superposition of finitely many atom-centred terms per cell has Fourier coefficients of this form, up to sign convention and cell volume, so for such superpositions the results below describe a rigid translation of the atoms.

## Finitely many atoms, real positions, integer reflections

In Lean 4 with Mathlib:

```lean
import Mathlib

open Complex Real

namespace StructureInvariants

noncomputable section

variable {n ι : Type*} [Fintype n] [Fintype ι] {m : ℕ}
```

The finite type `n` labels the axes i, in any number, and `ι` labels the atoms j. A reflection is an integer vector h, a position is a real vector in fractional coordinates, and h·x = Σ_i h_i x_i.

```lean
/-- The product `h · x` of Miller indices `h` with fractional coordinates `x`. -/
def pairing (h : n → ℤ) (x : n → ℝ) : ℝ := ∑ i, (h i : ℝ) * x i

/-- The phase factor `exp (2 π i h · x)`. -/
def phase (h : n → ℤ) (x : n → ℝ) : ℂ := Complex.exp (2 * π * I * (pairing h x : ℝ))

/-- The structure factor `F(h) = ∑ⱼ fⱼ(h) exp (2 π i h · xⱼ)` of atoms at positions `x j`
with complex, reflection-dependent scattering factors `f j h`. -/
def structureFactor (f : ι → (n → ℤ) → ℂ) (x : ι → n → ℝ) (h : n → ℤ) : ℂ :=
  ∑ j, f j h * phase h (x j)
```

This fixes the sign exp(+2πi h·x) and the independent-atom sum F(h) = Σ_j f_j(h) exp(2πi h·x_j). The factors f_j(h) are arbitrary complex numbers, so occupancies, displacement factors and anomalous terms can be absorbed in them. No space group is assumed, and no relation between F(h) and F(−h).

```lean
/-- The atomic positions after every atom is moved by the same real vector `s`. -/
def shift (x : ι → n → ℝ) (s : n → ℝ) : ι → n → ℝ := fun j => x j + s

/-- The product `F(h₁) ⋯ F(hₘ)` of structure factors over a list of reflections. -/
def reflProduct (f : ι → (n → ℤ) → ℂ) (x : ι → n → ℝ) (h : Fin m → n → ℤ) : ℂ :=
  ∏ a, structureFactor f x (h a)
```

`shift` moves the atoms, x_j → x_j + s. Moving the origin to s is the shift by −s and gives the conjugate factor. The reflections h_a carry an index a in `Fin m`, running from 0 to m − 1 (the doc comments count from 1), and repeats are allowed. Below, P = Π_a F(h_a), H = Σ_a h_a, and a prime marks the value after the shift.

Two properties of the phase need no hypothesis. Exchanging the sums over a and i gives H·s = Σ_a h_a·s, hence

    Π_a exp(2πi h_a·s) = exp(2πi H·s).

In `prod_phase` the exchange is `Finset.sum_comm`, and `Complex.exp_sum` relates the exponential of the sum to the product.

```lean
/-- The product of the phase factors of several reflections at one point is the phase factor
of the summed reflection. -/
theorem prod_phase (h : Fin m → n → ℤ) (s : n → ℝ) :
    ∏ a, phase (h a) s = phase (∑ a, h a) s := by
  have hsum : pairing (∑ a, h a) s = ∑ a, pairing (h a) s := by
    simp only [pairing, Finset.sum_apply, Int.cast_sum, Finset.sum_mul]
    exact Finset.sum_comm
  simp only [phase]
  rw [hsum, Complex.ofReal_sum, Finset.mul_sum, Complex.exp_sum]
```

Second, exp(2πi h·s) = 1 exactly when the exponent is an integer multiple of 2πi, that is, when h·s is an integer. The proof takes this from `Complex.exp_eq_one_iff` and cancels 2πi.

```lean
/-- The phase factor `exp (2 π i h · s)` equals one exactly when `h · s` is an integer. -/
theorem phase_eq_one_iff (h : n → ℤ) (s : n → ℝ) :
    phase h s = 1 ↔ ∃ k : ℤ, pairing h s = k := by
  rw [phase, Complex.exp_eq_one_iff]
  constructor
  · rintro ⟨k, hk⟩
    have hc : ((pairing h s : ℝ) : ℂ) = (k : ℂ) :=
      mul_left_cancel₀ Complex.two_pi_I_ne_zero (hk.trans (mul_comm _ _))
    exact ⟨k, by exact_mod_cast hc⟩
  · rintro ⟨k, hk⟩
    refine ⟨k, ?_⟩
    rw [hk]
    push_cast
    ring
```

The integrality of h plays no part in the shift law or in the cancellation; it matters for shifts tied to the lattice, as in the last theorem.

## One shift for all atoms, unchanged scattering factors

These assumptions are built into the statements: `shift` takes a single s, and the same `f` stands on both sides. Physically the structure is translated as a whole, without rotation. By hand,

    F′(h) = Σ_j f_j(h) exp(2πi h·(x_j + s))
          = Σ_j f_j(h) exp(2πi h·x_j) exp(2πi h·s)
          = exp(2πi h·s) F(h).

The first line keeps f_j(h), the second uses additivity of h·x in x (`hadd`), and the third needs s to be independent of j, which is where `Finset.mul_sum` applies. With atom-dependent displacements there is in general no common factor, and amplitudes change.

```lean
/-- Moving all atoms by `s` multiplies `F(h)` by `exp (2 π i h · s)`. -/
theorem structureFactor_shift (f : ι → (n → ℤ) → ℂ) (x : ι → n → ℝ) (s : n → ℝ)
    (h : n → ℤ) :
    structureFactor f (shift x s) h = phase h s * structureFactor f x h := by
  -- each atomic phase factorises because `h · x` is additive in `x`
  have hadd : ∀ y : n → ℝ, phase h (y + s) = phase h y * phase h s := by
    intro y
    have hp : pairing h (y + s) = pairing h y + pairing h s := by
      simp only [pairing, Pi.add_apply, mul_add, Finset.sum_add_distrib]
    simp only [phase]
    rw [hp, Complex.ofReal_add, mul_add, Complex.exp_add]
  simp only [structureFactor, shift]
  rw [Finset.mul_sum]
  refine Finset.sum_congr rfl fun j _ => ?_
  rw [hadd]
  ring
```

Because s is real, 2π h·s is real and the factor has modulus one, so |F′(h)| = |F(h)|. The step `e` puts the exponent in the form (real)·i required by `Complex.norm_exp_ofReal_mul_I`.

```lean
/-- Moving all atoms by `s` leaves the amplitude `|F(h)|` unchanged. -/
theorem norm_structureFactor_shift (f : ι → (n → ℤ) → ℂ) (x : ι → n → ℝ) (s : n → ℝ)
    (h : n → ℤ) :
    ‖structureFactor f (shift x s) h‖ = ‖structureFactor f x h‖ := by
  have h1 : ‖phase h s‖ = 1 := by
    have e : (2 * π * I * (pairing h s : ℝ) : ℂ) = ((2 * π * pairing h s : ℝ) : ℂ) * I := by
      push_cast
      ring
    rw [phase, e, Complex.norm_exp_ofReal_mul_I]
  rw [structureFactor_shift, norm_mul, h1, one_mul]
```

Multiplying the shift law over a and collecting the phases with `prod_phase` gives

    P′ = exp(2πi H·s) P.

```lean
/-- Moving all atoms by `s` multiplies `F(h₁) ⋯ F(hₘ)` by `exp (2 π i (h₁ + ⋯ + hₘ) · s)`. -/
theorem reflProduct_shift (f : ι → (n → ℤ) → ℂ) (x : ι → n → ℝ) (s : n → ℝ)
    (h : Fin m → n → ℤ) :
    reflProduct f (shift x s) h = phase (∑ a, h a) s * reflProduct f x h := by
  simp only [reflProduct, structureFactor_shift]
  rw [Finset.prod_mul_distrib, prod_phase]
```

## The reflections sum to zero: `hsum`

The hypothesis H = 0 says that the reflections form a closed polygon in the reciprocal lattice. By hand it enters once, as exp(2πi 0·s) = 1, and the proof rewrites with `hsum` and `h1` at the same point. The conclusion is P′ = P for every real s, as an equality of complex numbers, with P = 0 allowed. For m = 0 the product is 1; for m = 1 the statement concerns F(0). Without the hypothesis, one atom on a line at x = 0 with f = 1, h = 1 and s = 1/2 has F = 1 and F′ = −1.

```lean
/-- If `h₁ + ⋯ + hₘ = 0`, the product `F(h₁) ⋯ F(hₘ)` is unchanged when all atoms are moved
by any real vector `s`. -/
theorem reflProduct_origin_independent (f : ι → (n → ℤ) → ℂ) (x : ι → n → ℝ)
    (h : Fin m → n → ℤ) (hsum : ∑ a, h a = 0) (s : n → ℝ) :
    reflProduct f (shift x s) h = reflProduct f x h := by
  have h1 : phase (0 : n → ℤ) s = 1 := by simp [phase, pairing]
  rw [reflProduct_shift, hsum, h1, one_mul]
```

The triplet F(h) F(k) F(−h−k) is the list `![h, k, -h - k]`, whose sum `abel` reduces to zero. The theorem concerns invariance alone: it gives no value and no probability distribution for the triplet phase.

```lean
/-- The triplet product `F(h) F(k) F(-h-k)` is unchanged when all atoms are moved by any
real vector `s`. -/
theorem triplet_invariant (f : ι → (n → ℤ) → ℂ) (x : ι → n → ℝ) (h k : n → ℤ)
    (s : n → ℝ) :
    structureFactor f (shift x s) h * structureFactor f (shift x s) k *
        structureFactor f (shift x s) (-h - k) =
      structureFactor f x h * structureFactor f x k * structureFactor f x (-h - k) := by
  have hsum : ∑ a, (![h, k, -h - k] : Fin 3 → n → ℤ) a = 0 := by
    rw [Fin.sum_univ_three]
    show h + k + (-h - k) = 0
    abel
  have key := reflProduct_origin_independent f x ![h, k, -h - k] hsum s
  simp only [reflProduct, Fin.prod_univ_three] at key
  exact key
```

A slip at this point is to write F(h) F(k) F(h+k). There H = 2(h+k), and the product acquires the factor exp(4πi (h+k)·s). The complex conjugate of F(h+k) transforms like F(−h−k), but the two are equal only under a further condition such as f_j(−h−k) being the conjugate of f_j(h+k), which anomalous scattering breaks.

## The product is nonzero: `hne`

P ≠ 0 means that no structure factor in the list vanishes, so every phase angle is defined. It is needed for the converse statements. From exp(2πi H·s) P = P one divides by P to get exp(2πi H·s) = 1, so a given s leaves P unchanged exactly when H·s is an integer. The division is `mul_right_cancel₀ hne`; the other direction does not use `hne`.

```lean
/-- A nonzero product `F(h₁) ⋯ F(hₘ)` is unchanged by a given shift `s` exactly when
`(h₁ + ⋯ + hₘ) · s` is an integer. -/
theorem reflProduct_shift_eq_iff (f : ι → (n → ℤ) → ℂ) (x : ι → n → ℝ)
    (h : Fin m → n → ℤ) (hne : reflProduct f x h ≠ 0) (s : n → ℝ) :
    reflProduct f (shift x s) h = reflProduct f x h ↔
      ∃ k : ℤ, pairing (∑ a, h a) s = k := by
  rw [reflProduct_shift, ← phase_eq_one_iff]
  constructor
  · intro e
    exact mul_right_cancel₀ hne (e.trans (one_mul _).symm)
  · intro e
    rw [e, one_mul]
```

Now suppose P is unchanged by every s, and some component H_i is nonzero. Shift along axis i only, by 1/(2H_i). Then H·s = 1/2 would be an integer k, and 2k = 1 is impossible. In the proof `hint` records that H·s is always an integer, `hp` evaluates the pairing on a vector along one axis, and `omega` refutes `h3`. The opposite direction is the invariance theorem.

```lean
/-- A nonzero product `F(h₁) ⋯ F(hₘ)` is unchanged by every real shift exactly when
`h₁ + ⋯ + hₘ = 0`. -/
theorem origin_independent_iff_sum_eq_zero (f : ι → (n → ℤ) → ℂ) (x : ι → n → ℝ)
    (h : Fin m → n → ℤ) (hne : reflProduct f x h ≠ 0) :
    (∀ s : n → ℝ, reflProduct f (shift x s) h = reflProduct f x h) ↔ ∑ a, h a = 0 := by
  classical
  refine ⟨fun hall => ?_, fun hsum s => reflProduct_origin_independent f x h hsum s⟩
  have hint : ∀ s : n → ℝ, ∃ k : ℤ, pairing (∑ a, h a) s = k :=
    fun s => (reflProduct_shift_eq_iff f x h hne s).1 (hall s)
  generalize (∑ a, h a) = H at hint ⊢
  funext i
  by_contra hi
  have hi' : (H i : ℝ) ≠ 0 := by
    have : H i ≠ 0 := hi
    exact_mod_cast this
  -- a shift by `1 / (2 Hᵢ)` along axis `i` gives `H · s = 1 / 2`
  have hp : ∀ c : ℝ, pairing H (fun j => if j = i then c else 0) = H i * c := by
    intro c
    simp [pairing]
  obtain ⟨k, hk⟩ := hint (fun j => if j = i then (H i : ℝ)⁻¹ / 2 else 0)
  rw [hp, ← mul_div_assoc, mul_inv_cancel₀ hi'] at hk
  have h2 : (2 : ℝ) * k = 1 := by linarith
  have h3 : 2 * k = 1 := by exact_mod_cast h2
  omega
```

Without `hne` the converse fails: two equal atoms on a line at 0 and 1/2 have F(1) = f(1 + exp(iπ)) = 0, where f is their common scattering factor, and this stays zero under every shift although H = 1.

## Even components: `heven`

Let t be an integer vector, which in a centred cell leaves out the lattice vectors with fractional components, and let s = t/2. Such shifts connect the inversion centres of a primitive centrosymmetric cell, but the theorem assumes no symmetry of the structure. If every H_i is even, write H = 2g with g an integer vector. Then

    H·(t/2) = g·t,

an integer, so the phase factor is 1 and P′ = P, with no condition on P. In the proof `choose g hg` produces g with H_i = g_i + g_i, and the sum of g_i t_i is the integer handed to `phase_eq_one_iff`. Only sufficiency is stated. The single atom above, with H = 1 and t = 1, shows the sign change when a component is odd. The mistaken triplet has H = 2(h+k), so half-lattice shifts cannot expose the slip.

```lean
/-- If every component of `h₁ + ⋯ + hₘ` is even, the product `F(h₁) ⋯ F(hₘ)` is unchanged
when all atoms are moved by half of any lattice vector `t`. -/
theorem reflProduct_half_lattice_shift (f : ι → (n → ℤ) → ℂ) (x : ι → n → ℝ)
    (h : Fin m → n → ℤ) (heven : ∀ i, Even ((∑ a, h a) i)) (t : n → ℤ) :
    reflProduct f (shift x fun i => (t i : ℝ) / 2) h = reflProduct f x h := by
  have key : ∀ H : n → ℤ, (∀ i, Even (H i)) → phase H (fun i => (t i : ℝ) / 2) = 1 := by
    intro H hH
    have hH' : ∀ i, ∃ r : ℤ, H i = r + r := hH
    choose g hg using hH'
    -- with `H = 2 g` one has `H · (t / 2) = g · t`, an integer
    refine (phase_eq_one_iff _ _).2 ⟨∑ i, g i * t i, ?_⟩
    simp only [pairing]
    rw [Int.cast_sum]
    refine Finset.sum_congr rfl fun i _ => ?_
    rw [hg i]
    push_cast
    ring
  rw [reflProduct_shift, key _ heven, one_mul]

end

end StructureInvariants
```

```lean
#print axioms StructureInvariants.norm_structureFactor_shift
-- 'StructureInvariants.norm_structureFactor_shift' depends on axioms: [propext, Classical.choice, Quot.sound]
#print axioms StructureInvariants.triplet_invariant
-- 'StructureInvariants.triplet_invariant' depends on axioms: [propext, Classical.choice, Quot.sound]
#print axioms StructureInvariants.origin_independent_iff_sum_eq_zero
-- 'StructureInvariants.origin_independent_iff_sum_eq_zero' depends on axioms: [propext, Classical.choice, Quot.sound]
#print axioms StructureInvariants.reflProduct_half_lattice_shift
-- 'StructureInvariants.reflProduct_half_lattice_shift' depends on axioms: [propext, Classical.choice, Quot.sound]
```

## Positions modulo the lattice

Positions and shifts could have been taken modulo integer vectors, as points of a torus. The phase factor would then have to be shown well defined, which uses the integrality of h already in the definition, and h·x itself would exist only modulo 1. Half-lattice shifts would reduce to finitely many classes, two per axis. With real vectors, as here, the definitions are direct and lattice periodicity is a consequence and not part of the types. The counterexamples, the remarks on the mistaken triplet and this comparison are arguments on paper, not theorems of the file.
